# On a one-way three-state ring with equal rates, the uniform distribution is stationary without detailed balance

Take a classical system with three states that jumps around the ring 0 → 1 → 2 → 0 at unit rate and never jumps backwards. The theorem says that the uniform distribution, with probability 1/3 in each state, makes the right side of the master equation vanish at every state, yet violates detailed balance: some pair of states has unequal forward and backward flows. For stationarity, the attempt treats the three states separately and asks `norm_num` to expand the sum, look up the rates and do the arithmetic. For the second half it uses the preceding lemma, by which only identically zero weights satisfy detailed balance on this ring, and 1/3 is not zero.

The failing Lean file:

```lean
import Mathlib

open Finset

namespace RingStationaryNotDetailedBalance

/-- The right side of the master equation at state `i`: probability flowing in minus
probability flowing out, where `k i j` is the rate of the jump from `i` to `j`. -/
def masterRHS {S : Type*} [Fintype S] (k : S → S → ℝ) (p : S → ℝ) (i : S) : ℝ :=
  ∑ j, (p j * k j i - p i * k i j)

/-- The weights `p` are stationary: the master-equation right side vanishes at every state. -/
def Stationary {S : Type*} [Fintype S] (k : S → S → ℝ) (p : S → ℝ) : Prop :=
  ∀ i, masterRHS k p i = 0

/-- Detailed balance: for each pair of states the forward and backward flows are equal. -/
def DetailedBalance {S : Type*} (k : S → S → ℝ) (p : S → ℝ) : Prop :=
  ∀ i j, p i * k i j = p j * k j i

/-- The three-state ring `0 → 1 → 2 → 0` with unit clockwise and zero counterclockwise rates. -/
def ringRate : Fin 3 → Fin 3 → ℝ :=
  ![![0, 1, 0], ![0, 0, 1], ![1, 0, 0]]

/-- On the one-way ring, only the identically zero weights satisfy detailed balance. -/
theorem ring_detailedBalance_iff (p : Fin 3 → ℝ) :
    DetailedBalance ringRate p ↔ p = 0 := by
  constructor
  · intro h
    have h0 : p 0 = 0 := by simpa [ringRate] using h 0 1
    have h1 : p 1 = 0 := by simpa [ringRate] using h 1 2
    have h2 : p 2 = 0 := by simpa [ringRate] using h 2 0
    funext i
    fin_cases i
    exacts [h0, h1, h2]
  · rintro rfl i j
    simp

/-- On the one-way ring the uniform distribution is stationary but violates detailed balance. -/
theorem ring_stationary_not_detailedBalance :
    Stationary ringRate (fun _ => 1 / 3) ∧ ¬ DetailedBalance ringRate (fun _ => 1 / 3) := by
  constructor
  · intro i
    fin_cases i <;> norm_num [masterRHS, ringRate, Fin.sum_univ_three]
  · intro h
    have h0 := congrFun ((ring_detailedBalance_iff _).1 h) 0
    norm_num at h0

end RingStationaryNotDetailedBalance
```

The compiler's answer:

```
Main.lean:42:2: error: unsolved goals
case left.«0»
⊢ 1 / 3 * Matrix.vecCons 0 (fun i => Matrix.vecCons 0 (fun i => 1) i) 2 - (1 / 3 + 1 / 3 * ![0, 1, 0] 2) = 0

case left.«1»
⊢ 1 / 3 + 1 / 3 * Matrix.vecCons 1 (fun i => Matrix.vecCons 0 (fun i => 0) i) 2 - 1 / 3 * ![0, 0, 1] 2 = 0

case left.«2»
⊢ 1 / 3 * Matrix.vecCons 0 (fun i => Matrix.vecCons 1 (fun i => 0) i) 2 - 1 / 3 * ![1, 0, 0] 2 = 0
```

The repair, with which the file compiles:

```diff
@@ -41,5 +41,14 @@
   constructor
   · intro i
-    fin_cases i <;> norm_num [masterRHS, ringRate, Fin.sum_univ_three]
+    unfold masterRHS
+    rw [Fin.sum_univ_three]
+    -- insert the rates: a flow of 1/3 enters each state and a flow of 1/3 leaves it
+    fin_cases i
+    · change (1 / 3 * 0 - 1 / 3 * 0 + (1 / 3 * 0 - 1 / 3 * 1) + (1 / 3 * 1 - 1 / 3 * 0) : ℝ) = 0
+      norm_num
+    · change (1 / 3 * 1 - 1 / 3 * 0 + (1 / 3 * 0 - 1 / 3 * 0) + (1 / 3 * 0 - 1 / 3 * 1) : ℝ) = 0
+      norm_num
+    · change (1 / 3 * 0 - 1 / 3 * 1 + (1 / 3 * 1 - 1 / 3 * 0) + (1 / 3 * 0 - 1 / 3 * 0) : ℝ) = 0
+      norm_num
   · intro h
     have h0 := congrFun ((ring_detailedBalance_iff _).1 h) 0
```

The error is in the stationarity half. Lean reports one unsolved goal for each state, and all three are true equations. `norm_num` has expanded the sum and simplified much of it, but entries of the rate table at index `2` remain unevaluated, such as `![0, 1, 0] 2`, which is simply 0. With those entries still standing as vector lookups, the arithmetic cannot be finished.

The repair no longer relies on `norm_num` to look up the rates. `unfold masterRHS` and `rw [Fin.sum_univ_three]` write the right side as three explicit terms, and `fin_cases i` again splits into the three states. In each case `change` restates the goal with the rates replaced by their values 0 and 1. Lean accepts this because the two forms are equal by definition: the lookups compute to those numbers. Only arithmetic on numerals is left, and `norm_num` closes it. The added comment only explains the step.
